# In the triple hexagonal H cell, centring allows (h, k) exactly when 3 divides h² + hk + k², and the allowed pairs become all index pairs of the primitive cell

Suppose that a diffraction pattern has been indexed on a hexagonal cell, and every observed reflection has $h-k$ divisible by 3. The practical step is to reindex it on a cell with one third of the basal area, by

$$H=\frac{2h+k}{3},\qquad K=\frac{k-h}{3},$$

leaving the third index $l$ alone. Three facts make this a complete relabelling: the new indices are integers, different pairs $(h,k)$ receive different pairs $(H,K)$, and no pair of the smaller cell is left without a partner. They are proved below for the basal-plane lattice of the triple H cell, the hexagonal cell with lattice points at $(0,0)$, $(2/3,1/3)$ and $(1/3,2/3)$.

## Lattice, lengths and phases

```lean
import Mathlib

namespace TripleHexagonalCell
```

The first line loads Mathlib, the mathematical library of Lean. The namespace puts a common prefix on the names that follow.

```lean
/-- The quadratic form `h² + hk + k²` of the hexagonal reciprocal lattice. -/
def hexForm (p : ℤ × ℤ) : ℤ := p.1 ^ 2 + p.1 * p.2 + p.2 ^ 2
```

An element `p` of `ℤ × ℤ` is a pair of integers, here the indices $(h,k)$, with `p.1` standing for $h$ and `p.2` for $k$. The function is

$$N(h,k)=h^2+hk+k^2 .$$

In a hexagonal crystal with edges $a$ and $c$, this number enters the interplanar spacing $d$ through $1/d^2=4N/(3a^2)+l^2/c^2$.

```lean
/-- The squared length `x² - xy + y²` of a vector in a hexagonal cell with unit edges
at 120 degrees. -/
def sqLength (r : ℚ × ℚ) : ℚ := r.1 ^ 2 - r.1 * r.2 + r.2 ^ 2
```

A position in the basal plane is a pair of rational fractional coordinates $(x,y)$. With unit edges at 120 degrees, the scalar product of the two edge vectors is $-1/2$, so the squared length is $x^2-xy+y^2$. The sign of the cross term fixes the convention: direct axes at 120 degrees, and hence reciprocal axes at 60 degrees, which is why $N$ has a plus sign.

```lean
/-- The basal-plane lattice of the triple H cell: integer translations of the points
`0`, `(2/3, 1/3)` and `(1/3, 2/3)`. -/
def hLattice : Set (ℚ × ℚ) :=
  {r | ∃ m n : ℤ, r = ((m : ℚ), (n : ℚ)) ∨ r = ((m : ℚ) + 2 / 3, (n : ℚ) + 1 / 3) ∨
    r = ((m : ℚ) + 1 / 3, (n : ℚ) + 2 / 3)}
```

This set is the lattice. A point $r$ belongs to it if there are integers $m,n$ such that $r$ is $(m,n)$, $(m+2/3,n+1/3)$ or $(m+1/3,n+2/3)$. The symbol `∨` means "or". Since all three centring points lie at height zero, $l$ plays no part in the condition and is left out of the model.

```lean
/-- The combination `u (2/3, 1/3) + v (-1/3, 1/3)` of the two primitive vectors,
in coordinates of the H cell. -/
def primVec (u v : ℤ) : ℚ × ℚ := ((2 * (u : ℚ) - v) / 3, ((u : ℚ) + v) / 3)
```

The proposed primitive vectors, written in coordinates of the H cell, are $(2/3,1/3)$ and $(-1/3,1/3)$. Their combination with integer coefficients $u,v$ is

$$\left(\frac{2u-v}{3},\ \frac{u+v}{3}\right).$$

The notation `(u : ℚ)` reads the integer $u$ as a rational number, so the division here is ordinary division.

```lean
/-- The phase `hx + ky`, in full turns, of the reflection `(h, k)` at the point `(x, y)`. -/
def phase (p : ℤ × ℤ) (r : ℚ × ℚ) : ℚ := (p.1 : ℚ) * r.1 + (p.2 : ℚ) * r.2
```

The phase of reflection $(h,k)$ at the point $(x,y)$ is $hx+ky$, counted in full turns. The corresponding wave factor is $e^{2\pi i(hx+ky)}$, and it equals 1 exactly when the phase is an integer.

```lean
/-- The reflections for which all points of the H lattice scatter in phase. -/
def allowed : Set (ℤ × ℤ) := {p | ∀ r ∈ hLattice, ∃ n : ℤ, phase p r = n}
```

A reflection is called allowed if its phase is an integer at every lattice point. The definition states the physical condition and does not mention divisibility by 3, so the familiar selection rule remains to be derived.

For a reflection that fails the condition, the three centring points contribute the three cube roots of unity, whose sum is zero; this is the usual centring absence. "Allowed" refers to the lattice only. The model contains no atoms, and an allowed reflection may still be weak or absent because of the structure inside the cell.

```lean
/-- The change of indices `(h, k) ↦ ((2h + k)/3, (k - h)/3)`, with integer division. -/
def toPrimitive (p : ℤ × ℤ) : ℤ × ℤ := ((2 * p.1 + p.2) / 3, (p.2 - p.1) / 3)
```

This is the change of indices from the opening, with one difference: `/` between integers in Lean is integer division, which for the divisor 3 rounds down, so that $-1/3$ gives $-1$. The function therefore returns an integer pair for every input, including forbidden reflections. For example, the forbidden $(1,0)$ is sent to $(0,-1)$, which is also the image of the allowed $(1,-2)$. Claiming a bijection on all of $\mathbb Z^2$ would thus be false, and a program that converts without filtering can merge a forbidden reflection with an allowed one without any warning.

## The smaller cell

```lean
/-- The lattice of the triple H cell consists exactly of the integer combinations of the
two primitive vectors. -/
theorem mem_hLattice_iff (r : ℚ × ℚ) : r ∈ hLattice ↔ ∃ u v : ℤ, r = primVec u v := by
  constructor
  · rintro ⟨m, n, h | h | h⟩
    · refine ⟨m + n, 2 * n - m, ?_⟩
      rw [h]
      ext <;> simp only [primVec] <;> push_cast <;> ring
    · refine ⟨m + n + 1, 2 * n - m, ?_⟩
      rw [h]
      ext <;> simp only [primVec] <;> push_cast <;> ring
    · refine ⟨m + n + 1, 2 * n - m + 1, ?_⟩
      rw [h]
      ext <;> simp only [primVec] <;> push_cast <;> ring
  · rintro ⟨u, v, rfl⟩
    -- the residue of u + v modulo 3 selects the centring point
    have key : ∃ n : ℤ, u = 3 * n - v ∨ u = 3 * n + 1 - v ∨ u = 3 * n + 2 - v :=
      ⟨(u + v) / 3, by omega⟩
    obtain ⟨n, h | h | h⟩ := key
    · refine ⟨2 * n - v, n, Or.inl ?_⟩
      rw [h]
      ext <;> simp only [primVec] <;> push_cast <;> ring
    · refine ⟨2 * n - v, n, Or.inr (Or.inl ?_)⟩
      rw [h]
      ext <;> simp only [primVec] <;> push_cast <;> ring
    · refine ⟨2 * n - v + 1, n, Or.inr (Or.inr ?_)⟩
      rw [h]
      ext <;> simp only [primVec] <;> push_cast <;> ring
```

The statement says that a point lies in the H lattice if and only if it is an integer combination of the two primitive vectors.

By hand, solve $x=(2u-v)/3$ and $y=(u+v)/3$ for the coefficients:

$$u=x+y,\qquad v=2y-x .$$

The three kinds of lattice point give

- $(m,n)$: $u=m+n$, $v=2n-m$;
- $(m+2/3,n+1/3)$: $u=m+n+1$, $v=2n-m$;
- $(m+1/3,n+2/3)$: $u=m+n+1$, $v=2n-m+1$.

All are integers. Conversely, write $u+v=3n+s$ with $s=0,1,2$. Then

$$y=n+\frac{s}{3},\qquad x=2n-v+\frac{2s}{3},$$

which is the origin type for $s=0$, the point $(2/3,1/3)$ up to a translation for $s=1$, and $(1/3,2/3)$ up to a translation for $s=2$, where $4/3=1+1/3$.

The Lean proof has the same two halves. The tactic `rintro` splits the hypothesis into its cases, `refine` supplies the integers listed above, and `ring` checks the resulting identities. The three values of $s$ come from `omega`, a procedure for linear integer arithmetic.

```lean
/-- In the primitive basis the squared length is again of hexagonal form, with the
squared cell edge reduced by a factor of three. -/
theorem sqLength_primVec (u v : ℤ) :
    sqLength (primVec u v) = sqLength ((u : ℚ), (v : ℚ)) / 3 := by
  simp only [sqLength, primVec]
  ring
```

The squared length of a lattice vector, expressed in its primitive coefficients, has the same hexagonal form, divided by 3. Expanding gives

$$\frac{(2u-v)^2-(2u-v)(u+v)+(u+v)^2}{9}
=\frac{3u^2-3uv+3v^2}{9}=\frac{u^2-uv+v^2}{3}.$$

The new cell is therefore again hexagonal with axes at 120 degrees, and its edge is shorter by a factor $\sqrt3$. In Lean, `simp only` unfolds the two definitions and `ring` does the expansion.

## The selection rule

```lean
/-- All points of the H lattice scatter in phase exactly when `h - k` is divisible by 3. -/
theorem mem_allowed_iff (p : ℤ × ℤ) : p ∈ allowed ↔ (3 : ℤ) ∣ p.1 - p.2 := by
  constructor
  · intro hp
    -- the centring point (2/3, 1/3) already forces the condition
    obtain ⟨n, hn⟩ := hp (primVec 1 0) ((mem_hLattice_iff _).2 ⟨1, 0, rfl⟩)
    simp only [phase, primVec] at hn
    push_cast at hn
    have hq : 2 * (p.1 : ℚ) + p.2 = 3 * n := by linarith
    have hz : 2 * p.1 + p.2 = 3 * n := by exact_mod_cast hq
    omega
  · rintro ⟨c, hc⟩ r hr
    obtain ⟨u, v, rfl⟩ := (mem_hLattice_iff r).1 hr
    have hz : p.1 = p.2 + 3 * c := by linarith
    have hq : (p.1 : ℚ) = p.2 + 3 * c := by exact_mod_cast hz
    refine ⟨p.2 * u + c * (2 * u - v), ?_⟩
    simp only [phase, primVec]
    rw [hq]
    push_cast
    ring
```

A reflection is allowed if and only if 3 divides $h-k$; the symbol `∣` means "divides".

For the forward direction, one lattice point is enough. At $(2/3,1/3)$ the phase is $(2h+k)/3$, which must be an integer $n$. Hence $2h+k=3n$, and

$$h-k=3h-(2h+k)=3(h-n).$$

For the converse, let $h=k+3c$. By the previous description of the lattice, every lattice point has integer coefficients $u,v$, and its phase is

$$(k+3c)\frac{2u-v}{3}+k\,\frac{u+v}{3}=ku+c(2u-v),$$

an integer.

In the Lean proof, `primVec 1 0` is the point $(2/3,1/3)$. The equation $2h+k=3n$ is first obtained between rationals, then carried back to the integers by `exact_mod_cast`, and `omega` draws the conclusion about $h-k$. In the other direction, `refine` names the integer $ku+c(2u-v)$ explicitly.

```lean
/-- The form `h² + hk + k²` is divisible by 3 exactly when `h - k` is. -/
theorem three_dvd_hexForm_iff (p : ℤ × ℤ) :
    (3 : ℤ) ∣ hexForm p ↔ (3 : ℤ) ∣ p.1 - p.2 := by
  -- modulo 3 the form is the square of h - k
  have e : hexForm p = (p.1 - p.2) ^ 2 + 3 * (p.1 * p.2) := by
    simp only [hexForm]
    ring
  constructor
  · rintro ⟨c, hc⟩
    have hsq : (3 : ℤ) ∣ (p.1 - p.2) ^ 2 := ⟨c - p.1 * p.2, by linarith⟩
    exact Int.prime_three.dvd_of_dvd_pow hsq
  · rintro ⟨c, hc⟩
    refine ⟨3 * c ^ 2 + p.1 * p.2, ?_⟩
    rw [e, hc]
    ring
```

The same condition can be read from the quadratic form: 3 divides $N(h,k)$ if and only if it divides $h-k$. The identity behind this is

$$h^2+hk+k^2=(h-k)^2+3hk .$$

If 3 divides the left side, it divides $(h-k)^2$, and because 3 is prime it divides $h-k$. Conversely, if $h-k=3c$, then $N=9c^2+3hk=3(3c^2+hk)$.

The identity is the step labelled `e`. Primality enters through `Int.prime_three.dvd_of_dvd_pow`, which says that if 3 divides a power, it divides the base.

## Indices in the primitive cell

```lean
/-- For an allowed reflection the old indices are recovered from the new ones `(H, K)` as
`h = H - K` and `k = H + 2K`. -/
theorem indices_of_toPrimitive {p : ℤ × ℤ} (hp : p ∈ allowed) :
    p.1 = (toPrimitive p).1 - (toPrimitive p).2 ∧
      p.2 = (toPrimitive p).1 + 2 * (toPrimitive p).2 := by
  have hd := (mem_allowed_iff p).1 hp
  simp only [toPrimitive]
  constructor <;> omega
```

The curly brackets around `p` let Lean infer the reflection from the hypothesis `hp`, which says that it is allowed. The conclusion is the inverse formula

$$h=H-K,\qquad k=H+2K .$$

With $h=k+3c$, the divisions are exact: $H=(3k+6c)/3=k+2c$ and $K=-3c/3=-c$. Then $H-K=k+3c=h$ and $H+2K=k$. This is where the selection rule makes integer division harmless. The proof obtains $3\mid h-k$ from the previous criterion, and `omega`, which handles integer division by a fixed number, settles both equations.

```lean
/-- The new indices `(H, K)` of an allowed reflection give its phase at the lattice point
with primitive coordinates `(u, v)` as `Hu + Kv`. -/
theorem phase_primVec {p : ℤ × ℤ} (hp : p ∈ allowed) (u v : ℤ) :
    phase p (primVec u v) = phase (toPrimitive p) ((u : ℚ), (v : ℚ)) := by
  obtain ⟨h1, h2⟩ := indices_of_toPrimitive hp
  have q1 : (p.1 : ℚ) = (toPrimitive p).1 - (toPrimitive p).2 := by exact_mod_cast h1
  have q2 : (p.2 : ℚ) = (toPrimitive p).1 + 2 * (toPrimitive p).2 := by exact_mod_cast h2
  simp only [phase, primVec]
  rw [q1, q2]
  ring
```

This theorem justifies calling $(H,K)$ the Miller indices in the primitive cell. At the lattice point with primitive coordinates $(u,v)$, the old phase equals $Hu+Kv$:

$$(H-K)\frac{2u-v}{3}+(H+2K)\frac{u+v}{3}
=\frac{3Hu+3Kv}{3}=Hu+Kv .$$

The reflection is the same physical wave, described with respect to different axes. Lean substitutes the inverse formula, read as an equation between rationals, and `ring` finishes.

## The reduction as one theorem

```lean
/-- Reduction of the triple H cell: a reflection is allowed exactly when 3 divides
`h² + hk + k²`, and the change of indices maps the allowed reflections bijectively onto all
integer pairs while dividing this form by 3. -/
theorem triple_cell_reduction :
    (∀ p : ℤ × ℤ, p ∈ allowed ↔ (3 : ℤ) ∣ hexForm p) ∧
      Set.BijOn toPrimitive allowed Set.univ ∧
      ∀ p ∈ allowed, hexForm p = 3 * hexForm (toPrimitive p) := by
  refine ⟨fun p => (mem_allowed_iff p).trans (three_dvd_hexForm_iff p).symm,
    ⟨fun _ _ => Set.mem_univ _, ?_, ?_⟩, ?_⟩
  · -- the old indices are determined by the new ones
    intro p hp q hq hpq
    obtain ⟨p1, p2⟩ := indices_of_toPrimitive hp
    obtain ⟨q1, q2⟩ := indices_of_toPrimitive hq
    rw [hpq] at p1 p2
    exact Prod.ext (p1.trans q1.symm) (p2.trans q2.symm)
  · -- every pair (H, K) comes from (H - K, H + 2K)
    rintro ⟨a, b⟩ _
    refine ⟨(a - b, a + 2 * b), (mem_allowed_iff _).2 ⟨-b, by ring⟩, ?_⟩
    simp only [toPrimitive, Prod.mk.injEq]
    constructor <;> omega
  · intro p hp
    obtain ⟨h1, h2⟩ := indices_of_toPrimitive hp
    generalize toPrimitive p = q at h1 h2 ⊢
    simp only [hexForm]
    rw [h1, h2]
    ring

end TripleHexagonalCell
```

The symbol `∧` joins three claims.

1. A reflection is allowed if and only if 3 divides $N(h,k)$. This chains the two criteria through $h-k$.
2. The index change is a bijection from the allowed reflections onto all integer pairs. `Set.BijOn toPrimitive allowed Set.univ` names the map, the set on which it is considered and the target, here all of $\mathbb Z^2$.
3. On allowed reflections, $N(h,k)=3N(H,K)$.

For the bijection, two allowed reflections with the same $(H,K)$ have the same $h=H-K$ and $k=H+2K$, so they coincide. Given any integers $(H,K)$, the pair $(H-K,H+2K)$ has difference $-3K$ and is therefore allowed. Its image is

$$\left(\frac{2(H-K)+H+2K}{3},\ \frac{H+2K-H+K}{3}\right)=(H,K).$$

In the code these integers are called `a` and `b`. The first argument is the block that compares `p` and `q`; the second is the block that starts from `⟨a, b⟩`.

The factor 3 follows by substitution:

$$(H-K)^2+(H-K)(H+2K)+(H+2K)^2=3(H^2+HK+K^2).$$

Lean does the same after `generalize` has given the new index pair a short name.

The factor agrees with the change of cell. The squared edge falls to $a^2/3$ and $N$ falls to $N/3$, so $N/a^2$, and with it the spacing $d$, is unchanged. The reflection $(1,1)$, for instance, has $N=3$ and becomes $(1,0)$ with $N=1$.

In a data-reduction script, the step is a filter followed by a conversion: keep a reflection if `(h - k) % 3 == 0`, then compute $(H,K)$ by integer division and copy $l$. The comparison with zero is safe for negative differences too, whatever sign the language gives to remainders. The same index rule applies in plane-wave electronic-structure calculations on a $\sqrt3\times\sqrt3$ supercell of a hexagonal layer, if the supercell axes are chosen at 120 degrees: as long as the charge density keeps the full periodicity of the undistorted primitive lattice, its in-plane Fourier components can be non-zero only where 3 divides $h-k$. A component elsewhere signals that this periodicity has been broken, physically or numerically.

```lean
#print axioms TripleHexagonalCell.sqLength_primVec
-- 'TripleHexagonalCell.sqLength_primVec' depends on axioms: [propext, Classical.choice, Quot.sound]
#print axioms TripleHexagonalCell.phase_primVec
-- 'TripleHexagonalCell.phase_primVec' depends on axioms: [propext, Classical.choice, Quot.sound]
#print axioms TripleHexagonalCell.triple_cell_reduction
-- 'TripleHexagonalCell.triple_cell_reduction' depends on axioms: [propext, Classical.choice, Quot.sound]
```
